# Closure and single-site expansion for a full set of orthonormal point functions

Take $M$ species with weights $p_s$ and $M$ real functions $\phi_k$ on them that are orthonormal under the $p$-weighted sum. Then

$$\sum_k \phi_k(s)\,\phi_k(t)=\frac{\delta_{st}}{p_s},\qquad f(s)=\sum_k\Big(\sum_t p_t\,\phi_k(t)f(t)\Big)\phi_k(s)$$

for all species $s,t$ and every real function $f$ of the species. The weights need not be assumed positive or normalised: positivity follows from orthonormality. Products of such functions can serve as the basis in cluster expansions of alloy energies; other choices, such as 0/1 occupation variables, are not orthonormal when the weights are the concentrations of an alloy of two or more species. The lattice here is finite, with the same species and weights on every site.

## Species, weights and point functions

```lean
import Mathlib

open Finset

namespace AlloyPointFunctions

noncomputable section

variable {S ι : Type*} [Fintype S] [DecidableEq S] [Fintype ι] [DecidableEq ι]
```

`S` is the finite set of species and `ι` the finite set of labels $k$. They are separate type variables, so the general theorems do not identify labels with species; both may still be given the same type, as in the binary example below.

```lean
/-- The weighted sum `∑ p_s f(s)` of a single-site function over the species; it is the
average over the alloy composition when the weights are concentrations. -/
def avg (p f : S → ℝ) : ℝ := ∑ s, p s * f s
```

`avg p f` is $\sum_s p_s f(s)$. The type `S → ℝ` is that of a real function of the species; both the weights and $f$ have it. If the weights are concentrations, this is the mean of $f$ on a site occupied at random with that composition.

```lean
/-- The point functions `φ_k` are orthonormal under the `p`-weighted sum. -/
def IsOrthonormal (p : S → ℝ) (φ : ι → S → ℝ) : Prop :=
  ∀ k l, avg p (fun s => φ k s * φ l s) = if k = l then 1 else 0
```

`IsOrthonormal p φ` says $\sum_s p_s\phi_k(s)\phi_l(s)=\delta_{kl}$ for all $k,l$, with the Kronecker delta written as `if k = l then 1 else 0`. For concentrations, it means that on a random site each point function has mean square 1 and the mean product of two different ones vanishes.

```lean
/-- The projection of a single-site function `f` on the point function `φ_k`. -/
def coeff (p : S → ℝ) (φ : ι → S → ℝ) (f : S → ℝ) (k : ι) : ℝ :=
  avg p (fun s => φ k s * f s)
```

`coeff p φ f k` is the projection $\sum_s p_s\phi_k(s)f(s)$.

```lean
/-- The cluster function labelled by `α`: the product over all lattice sites `i` of the
point function `φ_(α i)` evaluated at the species `σ i` on that site. -/
def clusterFn {Λ : Type*} [Fintype Λ] (φ : ι → S → ℝ) (α : Λ → ι) (σ : Λ → S) : ℝ :=
  ∏ i, φ (α i) (σ i)
```

For a lattice `Λ`, a configuration `σ` puts species $\sigma(i)$ on site $i$, and `α` chooses a point function for each site. The cluster function is $\Phi_\alpha(\sigma)=\prod_i\phi_{\alpha(i)}(\sigma(i))$. If the constant 1 is among the point functions, the sites assigned to it drop out of the product, and the remaining sites form the cluster.

## From orthonormality to closure

```lean
/-- For as many point functions as species, orthonormality is equivalent to
the closure relation `p_s ∑_k φ_k(s) φ_k(t) = δ_st`. -/
theorem orthonormal_iff_closure {p : S → ℝ} {φ : ι → S → ℝ}
    (hcard : Fintype.card ι = Fintype.card S) :
    IsOrthonormal p φ ↔
      ∀ s t, p s * ∑ k, φ k s * φ k t = if s = t then 1 else 0 := by
  -- label the functions by species, so that the matrices become square
  obtain ⟨e⟩ : Nonempty (S ≃ ι) := ⟨Fintype.equivOfCardEq hcard.symm⟩
  let A : Matrix S S ℝ := Matrix.of fun a s => φ (e a) s
  let B : Matrix S S ℝ := Matrix.of fun s a => p s * φ (e a) s
  have hAB : ∀ a b, (A * B) a b = avg p (fun s => φ (e a) s * φ (e b) s) := by
    intro a b
    rw [Matrix.mul_apply, avg]
    refine sum_congr rfl fun s _ => ?_
    simp only [A, B, Matrix.of_apply]
    ring
  have hBA : ∀ s t, (B * A) s t = p s * ∑ k, φ k s * φ k t := by
    intro s t
    rw [Matrix.mul_apply, ← Equiv.sum_comp e, mul_sum]
    refine sum_congr rfl fun a _ => ?_
    simp only [A, B, Matrix.of_apply]
    ring
  have hd : ∀ a b, (if e a = e b then (1 : ℝ) else 0) = if a = b then 1 else 0 := by
    intro a b
    by_cases hab : a = b <;> simp [hab]
  -- a one-sided inverse of a square matrix is two-sided
  constructor
  · intro h s t
    have hm : A * B = 1 := by
      ext a b
      rw [hAB, h (e a) (e b), Matrix.one_apply, hd]
    rw [← hBA, mul_eq_one_comm.mp hm, Matrix.one_apply]
  · intro h k l
    have hm : B * A = 1 := by
      ext s t
      rw [hBA, h s t, Matrix.one_apply]
    obtain ⟨a, rfl⟩ := e.surjective k
    obtain ⟨b, rfl⟩ := e.surjective l
    rw [← hAB, mul_eq_one_comm.mp hm, Matrix.one_apply, hd]
```

The hypothesis `hcard` says that there are as many functions as species. The theorem then states an equivalence: orthonormality holds exactly when $p_s\sum_k\phi_k(s)\phi_k(t)=\delta_{st}$ for all $s,t$.

By hand, pair each species $a$ with a label $e(a)$ and define the square matrices
$$A_{as}=\phi_{e(a)}(s),\qquad B_{sa}=p_s\,\phi_{e(a)}(s).$$
Their two products are
$$(AB)_{ab}=\sum_s p_s\phi_{e(a)}(s)\phi_{e(b)}(s),\qquad (BA)_{st}=p_s\sum_k\phi_k(s)\phi_k(t).$$
Orthonormality is $AB=1$ and closure is $BA=1$. For square matrices $AB=1$ gives $\det A\,\det B=1$, so $A$ is invertible, $B=A^{-1}$ and $BA=1$; the converse is the same argument with the roles exchanged.

In the proof, `hAB` and `hBA` compute the two products, and `mul_eq_one_comm` passes from one order to the other.

```lean
/-- If there are as many orthonormal point functions as species, every weight is positive. -/
theorem weight_pos {p : S → ℝ} {φ : ι → S → ℝ}
    (hcard : Fintype.card ι = Fintype.card S) (h : IsOrthonormal p φ) (s : S) :
    0 < p s := by
  have h1 := (orthonormal_iff_closure hcard).mp h s s
  rw [if_pos rfl] at h1
  have h2 : 0 ≤ ∑ k, φ k s * φ k s := sum_nonneg fun k _ => mul_self_nonneg _
  by_contra hp
  have h3 := mul_nonneg (neg_nonneg.mpr (not_lt.mp hp)) h2
  nlinarith
```

Set $t=s$ in closure: $p_s\sum_k\phi_k(s)^2=1$. The sum of squares is non-negative, so $p_s\le 0$ would make the left side at most zero. Hence $p_s>0$. The proof assumes the opposite with `by_contra`, and `nlinarith` finds the contradiction.

```lean
/-- Closure relation: as many orthonormal point functions as species satisfy
`∑_k φ_k(s) φ_k(t) = δ_st / p_s`. -/
theorem closure_relation {p : S → ℝ} {φ : ι → S → ℝ}
    (hcard : Fintype.card ι = Fintype.card S) (h : IsOrthonormal p φ) (s t : S) :
    ∑ k, φ k s * φ k t = if s = t then 1 / p s else 0 := by
  have hp : p s ≠ 0 := (weight_pos hcard h s).ne'
  have h1 := (orthonormal_iff_closure hcard).mp h s t
  by_cases hst : s = t
  · rw [if_pos hst] at h1 ⊢
    rw [eq_div_iff hp, mul_comm]
    exact h1
  · rw [if_neg hst] at h1 ⊢
    exact (mul_eq_zero.mp h1).resolve_left hp
```

Since $p_s\neq0$, dividing closure by $p_s$ gives $1/p_s$ for $s=t$ and $0$ otherwise. The two branches of `by_cases` are these two cases.

With a single species, orthonormality reads $p\,\phi^2=1$, so $\phi=\pm1/\sqrt p$ and closure is the same equation divided by $p$.

## Expanding a function of one site

```lean
/-- Every single-site function equals its expansion in the point functions, if these are
orthonormal and as many as the species. -/
theorem expansion {p : S → ℝ} {φ : ι → S → ℝ}
    (hcard : Fintype.card ι = Fintype.card S) (h : IsOrthonormal p φ)
    (f : S → ℝ) (s : S) :
    f s = ∑ k, coeff p φ f k * φ k s := by
  have hc := (orthonormal_iff_closure hcard).mp h
  symm
  calc ∑ k, coeff p φ f k * φ k s
      = ∑ t, f t * (p t * ∑ k, φ k t * φ k s) := by
        -- exchange the sums over functions and species
        simp only [coeff, avg, sum_mul, mul_sum]
        rw [sum_comm]
        exact sum_congr rfl fun t _ => sum_congr rfl fun k _ => by ring
    _ = f s := by
        simp only [hc]
        simp
```

Insert the definition of the coefficients and exchange the two finite sums:
$$\sum_k\Big(\sum_t p_t\phi_k(t)f(t)\Big)\phi_k(s)=\sum_t f(t)\Big(p_t\sum_k\phi_k(t)\phi_k(s)\Big)=\sum_t f(t)\,\delta_{ts}=f(s).$$
The `calc` block has the same two stages: `sum_comm` exchanges the sums, and `hc` is closure.

In code, the point functions are a small table $\phi_k(s)$. Closure says that the inverse of this table has entries $p_s\phi_k(s)$, so passing between species values and coefficients needs no linear solve.

```lean
omit [DecidableEq S] in
/-- The coefficients of an expansion in orthonormal point functions are unique: they are
the projections of the expanded function. -/
theorem coeff_unique {p : S → ℝ} {φ : ι → S → ℝ} (h : IsOrthonormal p φ)
    {f : S → ℝ} {c : ι → ℝ} (hf : ∀ s, f s = ∑ k, c k * φ k s) (k : ι) :
    c k = coeff p φ f k := by
  symm
  calc coeff p φ f k = ∑ l, c l * avg p (fun s => φ k s * φ l s) := by
        simp only [coeff, avg, hf, mul_sum]
        rw [sum_comm]
        exact sum_congr rfl fun l _ => sum_congr rfl fun s _ => by ring
    _ = ∑ l, c l * (if k = l then 1 else 0) :=
        sum_congr rfl fun l _ => by rw [h k l]
    _ = c k := by simp
```

If $f(s)=\sum_l c_l\phi_l(s)$, projecting on $\phi_k$ gives $\sum_l c_l\delta_{kl}=c_k$. The coefficients are therefore the projections and nothing else. This needs only orthonormality, so `hcard` is absent.

```lean
/-- If one of the orthonormal point functions, as many as the species, is the constant 1,
the squares of all the others at species `s` sum to `1 / p_s - 1`. -/
theorem sum_sq_nonconstant {p : S → ℝ} {φ : ι → S → ℝ}
    (hcard : Fintype.card ι = Fintype.card S) (h : IsOrthonormal p φ)
    {k₀ : ι} (h0 : ∀ s, φ k₀ s = 1) (s : S) :
    ∑ k ∈ univ.erase k₀, φ k s ^ 2 = 1 / p s - 1 := by
  have h1 := closure_relation hcard h s s
  rw [if_pos rfl, ← add_sum_erase _ _ (mem_univ k₀)] at h1
  simp only [h0, mul_one] at h1
  simp only [pow_two]
  linarith
```

Let $\phi_{k_0}$ be the constant 1. Closure at $s=t$ reads $1+\sum_{k\ne k_0}\phi_k(s)^2=1/p_s$, and subtracting 1 gives the statement; `univ.erase k₀` is the set of labels other than $k_0$. For a dilute species, $p_s\to0$, the right side diverges, so some non-constant point function must become large on that species.

## Closure on a whole lattice

```lean
/-- Closure on a finite lattice: for as many orthonormal point functions as species, the sum
over all cluster functions of `Φ_α(σ) Φ_α(τ)` is `1 / ∏ p_(σ i)` for equal configurations
and zero for different ones. -/
theorem cluster_closure {Λ : Type*} [Fintype Λ] [DecidableEq Λ]
    {p : S → ℝ} {φ : ι → S → ℝ}
    (hcard : Fintype.card ι = Fintype.card S) (h : IsOrthonormal p φ) (σ τ : Λ → S) :
    ∑ α : Λ → ι, clusterFn φ α σ * clusterFn φ α τ =
      if σ = τ then 1 / ∏ i, p (σ i) else 0 := by
  -- the sum over labels factorises into one closure sum per site
  have hprod : ∑ α : Λ → ι, clusterFn φ α σ * clusterFn φ α τ =
      ∏ i, ∑ k, φ k (σ i) * φ k (τ i) := by
    rw [prod_univ_sum, Fintype.piFinset_univ]
    simp only [clusterFn, prod_mul_distrib]
  rw [hprod]
  simp only [closure_relation hcard h]
  by_cases hst : σ = τ
  · subst hst
    simp
  · obtain ⟨i, hi⟩ := Function.ne_iff.mp hst
    rw [if_neg hst]
    exact prod_eq_zero (mem_univ i) (if_neg hi)
```

The sum runs over every choice of one label per site, so it factorises:
$$\sum_\alpha\Phi_\alpha(\sigma)\Phi_\alpha(\tau)=\prod_i\sum_k\phi_k(\sigma(i))\,\phi_k(\tau(i)).$$
For $\sigma=\tau$ each factor is $1/p_{\sigma(i)}$. If the configurations differ at some site, that factor is zero and so is the product. In Lean, `prod_univ_sum` does the factorisation and `prod_eq_zero` handles the second case.

The sum contains all cluster functions; the theorem gives no error estimate for the truncated sets used in fits.

## The binary alloy

```lean
/-- Point functions of a binary alloy with concentrations `c` and `1 - c`, for `0 < c < 1`:
the constant 1 and a function with values `(1 - c)/r` and `-c/r`, where `r = √(c(1 - c))`. -/
def binaryPoint (c : ℝ) : Fin 2 → Fin 2 → ℝ :=
  ![![1, 1], ![(1 - c) / √(c * (1 - c)), -c / √(c * (1 - c))]]
```

`Fin 2` has the elements 0 and 1, used here both for the species and for the labels. With $r=\sqrt{c(1-c)}$, function 0 is the constant 1, and function 1 takes the values $(1-c)/r$ and $-c/r$. At $c=1/2$ these are $+1$ and $-1$, the Ising spin variable.

```lean
/-- The binary point functions are orthonormal under the concentrations `c` and `1 - c`,
for `0 < c < 1`. -/
theorem binaryPoint_witness {c : ℝ} (h0 : 0 < c) (h1 : c < 1) :
    IsOrthonormal ![c, 1 - c] (binaryPoint c) := by
  have hpos : 0 < c * (1 - c) := mul_pos h0 (sub_pos.mpr h1)
  have hsq : √(c * (1 - c)) ^ 2 = c * (1 - c) := Real.sq_sqrt hpos.le
  have norm_one : ∀ r : ℝ, r ^ 2 = c * (1 - c) →
      c * ((1 - c) / r * ((1 - c) / r)) + (1 - c) * (-c / r * (-c / r)) = 1 := by
    intro r hr
    calc c * ((1 - c) / r * ((1 - c) / r)) + (1 - c) * (-c / r * (-c / r))
        = c * (1 - c) / r ^ 2 := by ring
      _ = 1 := by rw [hr]; exact div_self hpos.ne'
  intro k l
  fin_cases k <;> fin_cases l <;> rw [avg, Fin.sum_univ_two]
  · change c * (1 * 1) + (1 - c) * (1 * 1) = 1
    ring
  · change c * (1 * ((1 - c) / √(c * (1 - c)))) +
      (1 - c) * (1 * (-c / √(c * (1 - c)))) = 0
    ring
  · change c * ((1 - c) / √(c * (1 - c)) * 1) +
      (1 - c) * (-c / √(c * (1 - c)) * 1) = 0
    ring
  · exact norm_one _ hsq

end

end AlloyPointFunctions
```

For $0<c<1$ the relations to check are
$$c+(1-c)=1,\qquad \frac{c(1-c)-(1-c)c}{r}=0,\qquad \frac{c(1-c)^2+(1-c)c^2}{r^2}=\frac{c(1-c)}{r^2}=1.$$
`fin_cases` splits the proof into the four pairs $(k,l)$, with the middle relation occurring twice; `norm_one` is the last one.

```lean
#print axioms AlloyPointFunctions.expansion
-- 'AlloyPointFunctions.expansion' depends on axioms: [propext, Classical.choice, Quot.sound]
#print axioms AlloyPointFunctions.coeff_unique
-- 'AlloyPointFunctions.coeff_unique' depends on axioms: [propext, Classical.choice, Quot.sound]
#print axioms AlloyPointFunctions.sum_sq_nonconstant
-- 'AlloyPointFunctions.sum_sq_nonconstant' depends on axioms: [propext, Classical.choice, Quot.sound]
#print axioms AlloyPointFunctions.cluster_closure
-- 'AlloyPointFunctions.cluster_closure' depends on axioms: [propext, Classical.choice, Quot.sound]
```
